# Drift of spectral moments under a truncated commutator flow

Let \(H(s)\) be a differentiable curve of finite complex matrices that satisfies
\[
H'(s) = [G(s),H(s)] - N(s),
\]
where \(G\) is the generator of the flow and \(N\) is the part of the commutator that a truncation discards. Then for every \(k\ge 1\)
\[
\frac{d}{ds}\,\mathrm{tr}\,H^{k} = -k\,\mathrm{tr}\!\left(H^{k-1}N\right).
\]
With \(N=0\) every spectral moment \(\mathrm{tr}\,H^k\) is conserved. With \(N\neq 0\) the moments move at exactly this rate, which may still vanish for particular \(N\).

Flow equations of this kind occur in the in-medium similarity renormalisation group, where they decouple a reference from its excitations. The result describes how truncation disturbs the spectrum there, for a finite orbital basis and an exactly solved flow equation, without the step error of a numerical integrator.

In Lean 4 with Mathlib:

```lean
import Mathlib

open Matrix

namespace TruncatedFlowMoments

noncomputable section

variable {n : Type*} [Fintype n] [DecidableEq n]
```

## Matrix curves and the flow equation

The matrices have rows and columns labelled by a finite set \(n\), the many-body basis. A curve \(A(s)\) has derivative \(A'\) at \(s\) when each entry does:
\[
\frac{d}{ds}A_{ij}(s) = A'_{ij}\quad\text{for all } i,j .
\]
No matrix norm has to be chosen for this. The flow parameter is real and the entries are complex.

```lean
/-- The matrix curve `A` has derivative `A'` at flow parameter `s`, entry by entry. -/
def HasEntryDerivAt (A : ℝ → Matrix n n ℂ) (A' : Matrix n n ℂ) (s : ℝ) : Prop :=
  ∀ i j, HasDerivAt (fun t => A t i j) (A' i j) s
```

The commutator has its usual sign, \([A,B]=AB-BA\).

```lean
/-- The commutator `[A, B] = AB - BA`. -/
def comm (A B : Matrix n n ℂ) : Matrix n n ℂ := A * B - B * A
```

The flow equation is the hypothesis on which the drift law rests. `TruncatedFlow G H N` says that at every real \(s\), negative values included, the curve \(H\) has the derivative \([G(s),H(s)]-N(s)\). Nothing else is required of the three functions: \(H\) need not be Hermitian, \(G\) need not be anti-Hermitian, and \(N\) may come from any truncation scheme. The existence of a solution is part of the hypothesis. A flow given only for \(s\ge 0\) fits after \(H\) is continued to \(s<0\) by its tangent line at \(0\), with \(G=0\) and \(N=-H'(0)\) there.

```lean
/-- The truncated flow equation `H' = [G, H] - N`, with generator `G` and discarded part `N`. -/
def TruncatedFlow (G H N : ℝ → Matrix n n ℂ) : Prop :=
  ∀ s, HasEntryDerivAt H (comm (G s) (H s) - N s) s
```

## Derivatives of products and traces

For two matrix curves, differentiate \((AB)_{ij}=\sum_k A_{ik}B_{kj}\) term by term:
\[
(AB)'_{ij}=\sum_k\left(A'_{ik}B_{kj}+A_{ik}B'_{kj}\right),
\qquad\text{so}\qquad (AB)'=A'B+AB'.
\]
The order of the factors is kept, since \(A'\) need not commute with \(B\). The proof applies the scalar product rule inside the sum and then recognises the two matrix products.

```lean
omit [DecidableEq n] in
/-- The product rule for matrix curves, with the order of the factors kept. -/
theorem HasEntryDerivAt.mul {A B : ℝ → Matrix n n ℂ} {A' B' : Matrix n n ℂ} {s : ℝ}
    (hA : HasEntryDerivAt A A' s) (hB : HasEntryDerivAt B B' s) :
    HasEntryDerivAt (fun t => A t * B t) (A' * B s + A s * B') s := by
  intro i j
  have h := HasDerivAt.fun_sum (u := Finset.univ)
    (fun k _ => (hA i k).fun_mul (hB k j))
  simp only [Matrix.mul_apply, Matrix.add_apply, ← Finset.sum_add_distrib]
  exact h
```

The trace is a finite sum of diagonal entries, so \((\mathrm{tr}\,A)'=\mathrm{tr}\,A'\).

```lean
omit [DecidableEq n] in
/-- The derivative of the trace is the trace of the derivative. -/
theorem HasEntryDerivAt.trace {A : ℝ → Matrix n n ℂ} {A' : Matrix n n ℂ} {s : ℝ}
    (hA : HasEntryDerivAt A A' s) : HasDerivAt (fun t => (A t).trace) A'.trace s := by
  simp only [Matrix.trace, Matrix.diag_apply]
  exact HasDerivAt.fun_sum (u := Finset.univ) (fun i _ => hA i i)
```

## A matrix power under the trace

The derivative of a power is a sum over the position of the differentiated factor,
\[
(H^{k+1})'=\sum_{j=0}^{k}H^{j}H'H^{k-j},
\]
and in general it is not \((k+1)H^kH'\). Under a trace the difference disappears, because cyclicity brings every term to the same form. The same holds if a matrix \(C\) that commutes with \(H\) stands in front. Writing \(D_k\) for the derivative of \(H^{k+1}\), the claim is
\[
\mathrm{tr}(C D_k)=(k+1)\,\mathrm{tr}(C H^kH')\quad\text{whenever } CH=HC .
\]

For \(k=0\) this is immediate, since \(D_0=H'\). For the next power, the product rule applied to \(H^{k+2}=H^{k+1}H\) gives
\[
D_{k+1}=D_kH+H^{k+1}H'.
\]
Cyclicity turns the first term into
\[
\mathrm{tr}(C D_k H)=\mathrm{tr}(HC\,D_k).
\]
The matrix \(HC\) again commutes with \(H\), so the induction hypothesis applies to it:
\[
\mathrm{tr}(HC\,D_k)=(k+1)\,\mathrm{tr}(HC\,H^kH')=(k+1)\,\mathrm{tr}(C H^{k+1}H').
\]
The second term of \(D_{k+1}\) contributes one more \(\mathrm{tr}(CH^{k+1}H')\), and the factor becomes \(k+2\).

The matrix \(C\) is there for the induction: a statement for \(C=1\) alone would not apply to the matrix \(HC\) that appears in the next step. In the code, `h1` is the cyclic move, `h2` the induction hypothesis for \(HC\), and `h3` the identity \(HCH^k=CH^{k+1}\).

```lean
/-- If `H` has derivative `H'` at `s`, then `H^(k+1)` has a derivative `D` there, and under a trace
with any matrix `C` that commutes with `H s`, this `D` may be replaced by `(k+1) (H s)^k H'`. -/
theorem power_deriv {H : ℝ → Matrix n n ℂ} {H' : Matrix n n ℂ} {s : ℝ}
    (hH : HasEntryDerivAt H H' s) (k : ℕ) :
    ∃ D, HasEntryDerivAt (fun t => H t ^ (k + 1)) D s ∧
      ∀ C, C * H s = H s * C →
        (C * D).trace = ((k : ℂ) + 1) * (C * H s ^ k * H').trace := by
  induction k with
  | zero => exact ⟨H', by simpa using hH, fun C _ => by simp⟩
  | succ k ih =>
    obtain ⟨D, hD, hC⟩ := ih
    refine ⟨D * H s + H s ^ (k + 1) * H', ?_, ?_⟩
    · have e : (fun t => H t ^ (k + 1 + 1)) = fun t => H t ^ (k + 1) * H t :=
        funext fun t => pow_succ _ _
      rw [e]
      exact hD.mul hH
    · intro C hcomm
      -- cyclicity moves the last factor to the front, where it joins `C`
      have h1 : (C * (D * H s)).trace = (H s * C * D).trace := by
        rw [← mul_assoc, Matrix.trace_mul_comm, ← mul_assoc]
      have h2 := hC (H s * C) (by rw [mul_assoc, hcomm])
      have h3 : H s * C * H s ^ k = C * H s ^ (k + 1) := by
        rw [← hcomm, mul_assoc, ← pow_succ']
      rw [mul_add, Matrix.trace_add, h1, h2, h3, ← mul_assoc C]
      push_cast
      ring
```

## The commutator drops out

Insert \([G,H]\) for \(H'\). Then
\[
\mathrm{tr}(H^k[G,H])=\mathrm{tr}(H^kGH)-\mathrm{tr}(H^kHG).
\]
Moving the last \(H\) of the first trace to the front gives \(\mathrm{tr}(H^{k+1}G)\), which is also the second trace. The difference is zero for any \(G\). The `calc` block makes this cyclic move and then regroups the powers.

```lean
/-- A commutator with `H` has zero trace against every power of `H`. -/
theorem trace_pow_mul_comm (G H : Matrix n n ℂ) (k : ℕ) :
    (H ^ k * comm G H).trace = 0 := by
  have h : (H ^ k * (G * H)).trace = (H ^ k * (H * G)).trace := by
    calc (H ^ k * (G * H)).trace = (H * (H ^ k * G)).trace := by
          rw [← mul_assoc, Matrix.trace_mul_comm]
      _ = (H ^ k * (H * G)).trace := by
          rw [← mul_assoc, ← mul_assoc, ← pow_succ', ← pow_succ]
  rw [comm, mul_sub, Matrix.trace_sub, h, sub_self]
```

## The drift law

Take \(C=1\) and \(H'=[G,H]-N\) in the power formula:
\[
\frac{d}{ds}\mathrm{tr}\,H^{k+1}
=(k+1)\,\mathrm{tr}\!\left(H^k([G,H]-N)\right)
=-(k+1)\,\mathrm{tr}(H^kN).
\]
The theorem is indexed by \(k+1\) with \(k=0,1,2,\dots\), which covers every positive power and avoids subtracting one from a natural number. Its conclusion, a `HasDerivAt`, says that the moment is differentiable at \(s\) and that its derivative is the stated number. The lowest case, \(k=0\), reads \((\mathrm{tr}\,H)'=-\mathrm{tr}\,N\).

```lean
/-- **Moment drift.** Along `H' = [G, H] - N` the spectral moment `tr H^(k+1)` changes at the
rate `-(k+1) tr(H^k N)`. -/
theorem moment_drift {G H N : ℝ → Matrix n n ℂ} (hf : TruncatedFlow G H N) (k : ℕ) (s : ℝ) :
    HasDerivAt (fun t => (H t ^ (k + 1)).trace)
      (-((k : ℂ) + 1) * (H s ^ k * N s).trace) s := by
  obtain ⟨D, hD, hC⟩ := power_deriv (hf s) k
  have h := hC 1 (by simp)
  -- only the discarded part survives under the trace
  rw [one_mul, one_mul, mul_sub, Matrix.trace_sub, trace_pow_mul_comm, zero_sub] at h
  refine hD.trace.congr_deriv ?_
  rw [h]
  ring
```

In an in-medium calculation that integrates the flow equation directly and is truncated at two-body operators, the program stores \(H(s)\) as a constant, a one-body array and a two-body array, which belong to operators normal-ordered with respect to the reference. Each evaluation of the right-hand side contracts these arrays with those of the generator. The commutator of two such two-body operators also contains a normal-ordered three-body operator, which is never formed. That operator, as a matrix on the Fock space of the chosen orbitals, is \(N(s)\).

What the program does have is the retained part \(K=[G,H]-N\). Since the full commutator has zero trace against \(H^k\),
\[
-\mathrm{tr}(H^kN)=\mathrm{tr}(H^kK),
\]
so the drift rate can be expressed through the retained operators alone. If all operators conserve particle number, the same equation holds in each block of fixed particle number, and the moments of that block drift by the same law.

## When the moments are conserved

If all moments are constant in \(s\), their derivatives vanish. The drift law then gives \((k+1)\,\mathrm{tr}(H^kN)=0\), and the factor \(k+1\) is not zero. Conversely, if \(\mathrm{tr}(H^kN)=0\) for all \(k\) and \(s\), each moment \(\mathrm{tr}\,H^{k+1}\) has zero derivative everywhere and is therefore constant, while \(\mathrm{tr}\,H^0\) is the dimension of the space.

The condition does not force \(N=0\). A discarded part of the form \(N=[M,H]\) satisfies it, because it only changes the generator from \(G\) to \(G-M\).

In the proof, the forward direction compares two derivatives of the same function, the drift rate and zero, through `hd.unique`. The backward direction uses `is_const_of_deriv_eq_zero`.

```lean
/-- A truncated flow conserves all spectral moments exactly when the discarded part has zero
trace against every power of `H` at every flow time. -/
theorem moments_conserved_iff {G H N : ℝ → Matrix n n ℂ} (hf : TruncatedFlow G H N) :
    (∀ (k : ℕ) (s : ℝ), (H s ^ k).trace = (H 0 ^ k).trace) ↔
      ∀ (k : ℕ) (s : ℝ), (H s ^ k * N s).trace = 0 := by
  constructor
  · intro h k s
    have hd := moment_drift hf k s
    have hc : (fun t => (H t ^ (k + 1)).trace) = fun _ => (H 0 ^ (k + 1)).trace :=
      funext (h (k + 1))
    rw [hc] at hd
    have h0 := hd.unique (hasDerivAt_const s _)
    exact (mul_eq_zero.mp h0).resolve_left (neg_ne_zero.mpr (Nat.cast_add_one_ne_zero k))
  · intro h k s
    cases k with
    | zero => simp
    | succ k =>
      exact is_const_of_deriv_eq_zero (fun t => (moment_drift hf k t).differentiableAt)
        (fun t => by rw [(moment_drift hf k t).deriv, h, mul_zero]) s 0
```

The untruncated flow is the case \(N=0\), where the condition holds trivially. For complex matrices the moments determine the eigenvalues with their multiplicities, by Newton's identities, so conservation of all moments means an unchanged spectrum; the theorem itself speaks of the moments.

```lean
/-- The untruncated flow `H' = [G, H]` conserves every spectral moment. -/
theorem untruncated_moments {G H : ℝ → Matrix n n ℂ}
    (hH : ∀ s, HasEntryDerivAt H (comm (G s) (H s)) s) (k : ℕ) (s : ℝ) :
    (H s ^ k).trace = (H 0 ^ k).trace := by
  have hf : TruncatedFlow G H (fun _ => 0) := fun s => by simpa using hH s
  exact (moments_conserved_iff hf).mpr (fun k s => by simp) k s
```

## A bound on the accumulated drift

Let \(s\ge 0\), and suppose that \(|\mathrm{tr}(H^kN)|\le\varepsilon\) at all flow times from \(0\) to \(s\). The moment \(\mathrm{tr}\,H^{k+1}\) then moves no faster than \((k+1)\varepsilon\), and the mean value inequality gives
\[
\left|\mathrm{tr}\,H(s)^{k+1}-\mathrm{tr}\,H(0)^{k+1}\right|\le (k+1)\,\varepsilon\,s .
\]
The inequality is used in its form for vector-valued functions, since the moments may be complex. The number \(\varepsilon\) is assumed; the theorem does not derive it from a truncation scheme. It limits the error in one moment, and a small error there need not mean a small error in a single eigenvalue.

```lean
/-- Along `H' = [G, H] - N`, if `|tr(H^k N)|` is at most `ε` from flow time `0` to `s`, then the
moment `tr H^(k+1)` has moved by at most `(k+1) ε s`. -/
theorem accumulated_drift {G H N : ℝ → Matrix n n ℂ} (hf : TruncatedFlow G H N) (k : ℕ)
    {s ε : ℝ} (hs : 0 ≤ s) (hN : ∀ t ∈ Set.Icc 0 s, ‖(H t ^ k * N t).trace‖ ≤ ε) :
    ‖(H s ^ (k + 1)).trace - (H 0 ^ (k + 1)).trace‖ ≤ ((k : ℝ) + 1) * ε * s := by
  have hk : ‖(k : ℂ) + 1‖ = (k : ℝ) + 1 := by
    rw [← Nat.cast_succ, Complex.norm_natCast, Nat.cast_succ]
  -- mean value inequality with the explicit drift rate
  have h := norm_image_sub_le_of_norm_deriv_le_segment' (C := ((k : ℝ) + 1) * ε)
    (fun t (_ : t ∈ Set.Icc 0 s) => (moment_drift hf k t).hasDerivWithinAt)
    (fun t ht => by
      rw [norm_mul, norm_neg, hk]
      exact mul_le_mul_of_nonneg_left (hN t ⟨ht.1, ht.2.le⟩) (by positivity))
    s ⟨hs, le_rfl⟩
  simpa only [sub_zero] using h
```

## Two levels with a visible drift

A \(2\times2\) example shows a nonzero drift in closed form. Let
\[
H(s)=\begin{pmatrix}1&v\\ v&-1\end{pmatrix},\qquad v(s)=e^{-4s}.
\]

```lean
/-- A two-level Hamiltonian with diagonal entries `1` and `-1` and coupling `exp(-4s)`. -/
def levelH (s : ℝ) : Matrix (Fin 2) (Fin 2) ℂ :=
  !![1, ((Real.exp (-4 * s) : ℝ) : ℂ); ((Real.exp (-4 * s) : ℝ) : ℂ), -1]
```

Wegner's generator is the commutator of the diagonal part of \(H\) with \(H\) itself:
\[
G=\left[\begin{pmatrix}1&0\\0&-1\end{pmatrix},H\right]=\begin{pmatrix}0&2v\\-2v&0\end{pmatrix}.
\]

```lean
/-- Wegner's generator: the commutator of the diagonal part of `levelH` with `levelH`. -/
def levelG (s : ℝ) : Matrix (Fin 2) (Fin 2) ℂ :=
  comm (Matrix.diagonal (levelH s).diag) (levelH s)
```

The full commutator is
\[
[G,H]=\begin{pmatrix}4v^2&-4v\\-4v&-4v^2\end{pmatrix}.
\]
The truncation discards its diagonal, so \(N=\mathrm{diag}(4v^2,-4v^2)\). This choice is made for simplicity and is not a truncation by particle rank.

```lean
/-- The discarded part: the diagonal of the commutator `[levelG, levelH]`. -/
def levelN (s : ℝ) : Matrix (Fin 2) (Fin 2) ℂ :=
  Matrix.diagonal (comm (levelG s) (levelH s)).diag
```

What remains is purely off-diagonal, and the flow equation reduces to constant diagonal entries and \(v'=-4v\), which \(v=e^{-4s}\) solves. The second moment is
\[
\mathrm{tr}\,H^2=2+2v^2=2+2e^{-8s}.
\]
It falls from \(4\) at \(s=0\) towards \(2\). The drift law agrees: \(-2\,\mathrm{tr}(HN)=-16v^2\), which is also the derivative of \(2+2v^2\).

The effect on the energies is plain. Since \(H^2=(1+v^2)\,1\) and \(\mathrm{tr}\,H=0\), the eigenvalues are \(\pm\sqrt{1+v^2}\), and they slide from \(\pm\sqrt2\) towards \(\pm1\). The truncated flow does remove the coupling, but the diagonal it leaves behind is not the spectrum of the initial Hamiltonian.

In the proof, `hv` is the derivative of the coupling, and `hG`, `hC` and `hK` are the generator, the full commutator and its retained part, each computed entry by entry. The four entries of the flow equation are then two constants and two copies of `hv`.

```lean
/-- The two-level curve solves Wegner's flow with the diagonal of the commutator discarded, and
its second moment is `2 + 2 exp(-4s)^2`. -/
theorem truncatedFlow_witness :
    TruncatedFlow levelG levelH levelN ∧
      ∀ s : ℝ, (levelH s ^ 2).trace = 2 + 2 * ((Real.exp (-4 * s) : ℝ) : ℂ) ^ 2 := by
  constructor
  · intro s
    have h1 : HasDerivAt (fun t : ℝ => -4 * t) (-4) s :=
      ((hasDerivAt_id' s).const_mul (-4 : ℝ)).congr_deriv (by norm_num)
    have hv : HasDerivAt (fun t : ℝ => ((Real.exp (-4 * t) : ℝ) : ℂ))
        (-4 * ((Real.exp (-4 * s) : ℝ) : ℂ)) s :=
      h1.exp.ofReal_comp.congr_deriv (by push_cast; ring)
    -- the diagonal part, the generator and the full commutator as explicit matrices
    have hd : Matrix.diagonal (levelH s).diag = !![1, 0; 0, -1] := by
      ext i j
      fin_cases i <;> fin_cases j <;> simp [levelH]
    have hG : levelG s = !![0, 2 * ((Real.exp (-4 * s) : ℝ) : ℂ);
        -2 * ((Real.exp (-4 * s) : ℝ) : ℂ), 0] := by
      rw [levelG, hd]
      ext i j
      fin_cases i <;> fin_cases j <;> simp [levelH, comm] <;> ring
    have hC : comm (levelG s) (levelH s) =
        !![4 * ((Real.exp (-4 * s) : ℝ) : ℂ) ^ 2, -4 * ((Real.exp (-4 * s) : ℝ) : ℂ);
          -4 * ((Real.exp (-4 * s) : ℝ) : ℂ), -4 * ((Real.exp (-4 * s) : ℝ) : ℂ) ^ 2] := by
      rw [hG]
      ext i j
      fin_cases i <;> fin_cases j <;> simp [levelH, comm] <;> ring
    -- what is kept of the commutator is purely off-diagonal
    have hK : comm (levelG s) (levelH s) - levelN s =
        !![0, -4 * ((Real.exp (-4 * s) : ℝ) : ℂ); -4 * ((Real.exp (-4 * s) : ℝ) : ℂ), 0] := by
      rw [levelN, hC]
      ext i j
      fin_cases i <;> fin_cases j <;> simp
    rw [hK]
    intro i j
    fin_cases i <;> fin_cases j
    · exact hasDerivAt_const s (1 : ℂ)
    · exact hv
    · exact hv
    · exact hasDerivAt_const s (-1 : ℂ)
  · intro s
    simp [levelH, pow_two, Matrix.trace_fin_two]
    ring

end

end TruncatedFlowMoments
```

```lean
#print axioms TruncatedFlowMoments.moment_drift
#print axioms TruncatedFlowMoments.untruncated_moments
#print axioms TruncatedFlowMoments.accumulated_drift
```

```
'TruncatedFlowMoments.moment_drift' depends on axioms: [propext, Classical.choice, Quot.sound]
'TruncatedFlowMoments.untruncated_moments' depends on axioms: [propext, Classical.choice, Quot.sound]
'TruncatedFlowMoments.accumulated_drift' depends on axioms: [propext, Classical.choice, Quot.sound]
```
